# A Lax pair for the Korteweg–de Vries equation

Let a potential \(u(t,x)\) on the line depend on a parameter \(t\), and let \(L=-D^2+u\), with \(D=d/dx\), be its Schrödinger operator. Only the potential changes, so \(L_t\) is multiplication by \(u_t\). Suppose we want the change to take the Lax form \(L_t=[B,L]=BL-LB\) for some operator \(B\). A careless choice fails: \(B=-4D^3\) gives \([B,L]=-12u'D^2-12u''D-4u'''\), which still differentiates unless \(u'\) vanishes, and so cannot equal a multiplication. Lower-order terms \(aD+b\) added to \(B\) can cancel these derivatives. The cancellation fixes \(a\) and \(b\) up to additive constants, and for the choice \(a=6u\), \(b=3u'\) the condition left over is the Korteweg–de Vries (KdV) equation. The setting is one particle in one dimension with \(\hbar^2/2m=1\) and a real smooth potential, and \(t\) labels a family of such Hamiltonians; it is not the time of the Schrödinger equation.

## The algebra

In Lean 4 with Mathlib:

```lean
import Mathlib

open scoped ContDiff

namespace KdVLaxPair

noncomputable section

section Algebraic

variable {A : Type*} [CommRing A] [Algebra ℝ A]
```

`A` is any collection of objects that can be added, multiplied commutatively and scaled by real numbers. Think of its elements as real functions of \(x\).

```lean
/-- The Schrödinger operator `L = -D² + u`. -/
def schrodinger (D : Derivation ℝ A A) (u f : A) : A := -D (D f) + u * f
```

`Derivation ℝ A A` is the type of real-linear maps \(D\) obeying the Leibniz rule \(D(fg)=f\,Dg+g\,Df\); a prime means \(D\). The definition reads \(Lf=-f''+uf\).

```lean
/-- The third-order operator `-4 D³ + a D + b`. -/
def thirdOrder (D : Derivation ℝ A A) (a b f : A) : A :=
  -4 * D (D (D f)) + a * D f + b * f
```

This is \(-4f'''+af'+bf\), with free coefficients \(a,b\) in `A` and the leading coefficient fixed at \(-4\).

```lean
/-- The Lax partner `B = -4 D³ + 6 u D + 3 u'`. -/
def laxB (D : Derivation ℝ A A) (u : A) : A → A := thirdOrder D (6 * u) (3 * D u)
```

The choice \(a=6u\), \(b=3u'\) gives \(B=-4D^3+6uD+3u'\).

```lean
/-- The commutator `[B, L] f = B L f - L B f`. -/
def commutator (B L : A → A) (f : A) : A := B (L f) - L (B f)
```

The order is \([B,L]f=B(Lf)-L(Bf)\), which fixes the overall sign. Operators are plain maps from `A` to `A`, with no Hilbert space, domain or self-adjointness attached.

```lean
/-- The commutator of `-4 D³ + a D + b` with `L` is the second-order operator
`(2a' - 12u') D² + (a'' + 2b' - 12u'') D + (a u' + b'' - 4u''')`. -/
theorem commutator_general (D : Derivation ℝ A A) (u a b f : A) :
    commutator (thirdOrder D a b) (schrodinger D u) f =
      (2 * D a - 12 * D u) * D (D f) + (D (D a) + 2 * D b - 12 * D (D u)) * D f
        + (a * D u + D (D b) - 4 * D (D (D u))) * f := by
  have h4 : D (4 : A) = 0 := by exact_mod_cast D.map_natCast 4
  -- expand every product with the Leibniz rule; orders five and three cancel
  simp only [commutator, thirdOrder, schrodinger, map_add, map_neg, Derivation.leibniz,
    smul_eq_mul, h4, neg_zero, mul_zero, add_zero]
  ring
```

By hand, commute each term of \(-4D^3+aD+b\) with \(-D^2\) and with \(u\). The pairs \([D^3,D^2]\) and \([b,u]\) vanish, and the rest are
\[
\begin{aligned}
{}[-4D^3,u]f&=-12u'f''-12u''f'-4u'''f,\\
[aD,-D^2]f&=-af'''+(af')''=2a'f''+a''f',\\
[aD,u]f&=au'f,\\
[b,-D^2]f&=-bf''+(bf)''=2b'f'+b''f.
\end{aligned}
\]
The sum is \(c_2f''+c_1f'+c_0f\) with
\[
c_2=2a'-12u',\qquad c_1=a''+2b'-12u'',\qquad c_0=au'+b''-4u''',
\]
and the theorem states this for all \(u,a,b,f\). In the proof `simp only` applies the Leibniz rule to every product, using `h4` (\(D4=0\)), and `ring` collects terms.

```lean
/-- The commutator `[B, L]` is multiplication by `6 u u' - u'''`. -/
theorem lax_commutator (D : Derivation ℝ A A) (u f : A) :
    commutator (laxB D u) (schrodinger D u) f = (6 * u * D u - D (D (D u))) * f := by
  have h6 : D (6 : A) = 0 := by exact_mod_cast D.map_natCast 6
  have h3 : D (3 : A) = 0 := by exact_mod_cast D.map_natCast 3
  rw [laxB, commutator_general]
  simp only [Derivation.leibniz, smul_eq_mul, h6, h3, mul_zero, add_zero]
  ring
```

Put \(a=6u\), \(b=3u'\). Then \(c_2=12u'-12u'=0\), \(c_1=6u''+6u''-12u''=0\) and \(c_0=6uu'+3u'''-4u'''\), so
\[
[B,L]f=(6uu'-u''')\,f .
\]
The proof rewrites with `commutator_general` and makes this substitution.

```lean
/-- If there is a coordinate `X` with `D X = 1`, the commutator of `-4 D³ + a D + b` with `L`
is a multiplication operator exactly when `a' = 6 u'` and `b' = 3 u''`. -/
theorem commutator_multiplication_iff (D : Derivation ℝ A A) (X : A) (hX : D X = 1)
    (u a b : A) :
    (∃ m : A, ∀ f, commutator (thirdOrder D a b) (schrodinger D u) f = m * f) ↔
      D a = 6 * D u ∧ D b = 3 * D (D u) := by
  have h6 : D (6 : A) = 0 := by exact_mod_cast D.map_natCast 6
  have half : ∀ z : A, 2 * z = 0 → z = 0 := by
    intro z hz
    have h : (1 / 2 : ℝ) • (2 * z) = z := by
      rw [two_mul, smul_add, ← add_smul]
      norm_num
    rw [← h, hz, smul_zero]
  have hdd : D a = 6 * D u → D (D a) = 6 * D (D u) := by
    intro ha
    rw [ha, D.leibniz, h6]
    simp
  simp only [commutator_general]
  constructor
  · rintro ⟨m, h⟩
    -- test the identity on 1, X and X²
    have hXX : D (X * X) = X + X := by
      rw [D.leibniz, hX]
      simp
    have hXX2 : D (D (X * X)) = 2 := by
      rw [hXX, map_add, hX, one_add_one_eq_two]
    have h0 := h 1
    have h1 := h X
    have h2 := h (X * X)
    rw [D.map_one_eq_zero, map_zero] at h0
    rw [hX, D.map_one_eq_zero] at h1
    rw [hXX2, hXX] at h2
    have hc1 : D (D a) + 2 * D b - 12 * D (D u) = 0 := by linear_combination h1 - X * h0
    have ha : D a = 6 * D u := sub_eq_zero.mp (half _ (half _ (by
      linear_combination h2 - X * X * h0 - 2 * X * hc1)))
    exact ⟨ha, sub_eq_zero.mp (half _ (by linear_combination hc1 - hdd ha))⟩
  · rintro ⟨ha, hb⟩
    refine ⟨a * D u + D (D b) - 4 * D (D (D u)), fun f => ?_⟩
    linear_combination (2 * D (D f)) * ha + (D f) * hdd ha + (2 * D f) * hb
```

Assume an element \(X\) with \(X'=1\) (hypothesis `hX`), a coordinate. The theorem says that some \(m\) in `A` satisfies \(c_2f''+c_1f'+c_0f=mf\) for all \(f\) exactly when \(a'=6u'\) and \(b'=3u''\). It constrains the derivatives of the coefficients, so adding constants to \(a\) or \(b\) is allowed. A constant added to \(b\) leaves \(m=c_0\) unchanged, while a constant \(\alpha\) added to \(a\) adds \(\alpha u'\) to it; `laxB` takes both constants to be zero.

Forwards, test on three functions. For \(f=1\): \(c_0=m\) (`h0`). For \(f=X\): \(c_1+c_0X=mX\) (`h1`), hence \(c_1=0\) (`hc1`). For \(f=X^2\): \(2c_2+2Xc_1+c_0X^2=mX^2\) (`h2`), hence \(4(a'-6u')=0\). The helper `half` divides by two, using the real scalars, and is applied twice. Differentiating gives \(a''=6u''\) (`hdd`), and \(c_1=0\) becomes \(2(b'-3u'')=0\). Backwards, the two conditions make \(c_2\) and \(c_1\) vanish, and \(m=c_0\). The tactic `linear_combination` checks an equation as a stated combination of known ones, as in `h1 - X * h0`.

```lean
/-- If `L f = E f`, then `(L - E) B f = -(6 u u' - u''') f`. -/
theorem laxB_on_eigenfunction (D : Derivation ℝ A A) (u f : A) (E : ℝ)
    (hf : schrodinger D u f = E • f) :
    schrodinger D u (laxB D u f) - E • laxB D u f = -(6 * u * D u - D (D (D u))) * f := by
  have hB : laxB D u (E • f) = E • laxB D u f := by
    simp only [laxB, thirdOrder, D.map_smul, mul_smul_comm, smul_add]
  have h := lax_commutator D u f
  unfold commutator at h
  rw [hf, hB] at h
  linear_combination -h

end Algebraic
```

Here `E • f` is \(f\) scaled by the real number \(E\). If \(Lf=Ef\), then \(BLf=E\,Bf\) by linearity of \(B\) (`hB`), so
\[
(L-E)Bf=LBf-BLf=-(6uu'-u''')f .
\]
Nothing requires \(f\) to be normalisable or nonzero. The usual argument that KdV preserves bound-state energies continues from here: differentiating \(Lf=Ef\) in \(t\) and subtracting the identity gives \((L-E)(f_t-Bf)=E_tf\), and integrating against a normalised \(f\) gives \(E_t=0\). That continuation needs decay at infinity and differentiability in \(t\), and the file proves no statement about the spectrum.

## Smooth functions

```lean
/-- The algebra of infinitely differentiable real functions on the line. -/
def SmoothFn : Subalgebra ℝ (ℝ → ℝ) where
  carrier := {f | ContDiff ℝ ∞ f}
  mul_mem' := fun {f g} hf hg => show ContDiff ℝ ∞ (fun x => f x * g x) from
    ContDiff.mul (show ContDiff ℝ ∞ f from hf) (show ContDiff ℝ ∞ g from hg)
  add_mem' := fun {f g} hf hg => show ContDiff ℝ ∞ (fun x => f x + g x) from
    ContDiff.add (show ContDiff ℝ ∞ f from hf) (show ContDiff ℝ ∞ g from hg)
  algebraMap_mem' := fun r => show ContDiff ℝ ∞ (fun _ : ℝ => r) from contDiff_const
```

`ContDiff ℝ ∞ f` says that \(f\) has continuous derivatives of all orders. The three proofs show closure under products and sums and membership of the constants. No decay or boundedness is imposed.

```lean
/-- A smooth function is differentiable at every point. -/
theorem hasDerivAt_smooth (f : SmoothFn) (x : ℝ) : HasDerivAt f.1 (deriv f.1 x) x := by
  have h : ContDiff ℝ ∞ f.1 := f.2
  exact ((contDiff_infty_iff_deriv.mp h).1 x).hasDerivAt
```

`HasDerivAt g c x` says that \(g\) is differentiable at \(x\) with derivative \(c\), and `f.1` is the function underlying an element `f`. For smooth \(f\), Mathlib's `deriv` is therefore the true derivative everywhere.

```lean
/-- The derivative `d/dx` as a derivation of the algebra of smooth functions. -/
def ddx : Derivation ℝ SmoothFn SmoothFn :=
  Derivation.mk'
    { toFun := fun f => ⟨deriv f.1,
        (contDiff_infty_iff_deriv.mp (show ContDiff ℝ ∞ f.1 from f.2)).2⟩
      map_add' := fun f g => Subtype.ext (funext fun x =>
        ((hasDerivAt_smooth f x).add (hasDerivAt_smooth g x)).deriv)
      map_smul' := fun c f => Subtype.ext (funext fun x =>
        ((hasDerivAt_smooth f x).const_smul c).deriv) }
    (fun f g => by
      apply Subtype.ext
      funext x
      have h := ((hasDerivAt_smooth f x).mul (hasDerivAt_smooth g x)).deriv
      show deriv (f.1 * g.1) x = f.1 x * deriv g.1 x + g.1 x * deriv f.1 x
      rw [h]
      ring)
```

`ddx` is \(d/dx\): the derivative of a smooth function is smooth, and the sum, scalar and product rules make it a derivation.

```lean
/-- The position function `x`. -/
def position : SmoothFn := ⟨fun x => x, show ContDiff ℝ ∞ (fun x : ℝ => x) from contDiff_id⟩
```

This is the function \(x\mapsto x\).

```lean
/-- The position function has derivative one. -/
theorem coordinate_witness : ddx position = 1 :=
  Subtype.ext (funext fun x => (hasDerivAt_id' x).deriv)
```

Since \(dx/dx=1\), `position` supplies the coordinate that `hX` asks for.

```lean
/-- For smooth `u` and `f`, `([B, L] f)(x) = (6 u u' - u''')(x) f(x)`. -/
theorem lax_commutator_smooth (u f : SmoothFn) (x : ℝ) :
    (commutator (laxB ddx u) (schrodinger ddx u) f).1 x =
      (6 * u.1 x * deriv u.1 x - deriv (deriv (deriv u.1)) x) * f.1 x := by
  rw [lax_commutator]
  rfl
```

This is `lax_commutator` with \(D=d/dx\), evaluated at a point: \(([B,L]f)(x)=(6uu'-u''')(x)\,f(x)\).

## The Lax equation and KdV

```lean
/-- The Lax equation `L_t = [B, L]` at time `t`: for each fixed smooth `f` and point `x`,
the time derivative of `(L f)(x)` exists and equals `([B, L] f)(x)`. -/
def LaxAt (u : ℝ → SmoothFn) (t : ℝ) : Prop :=
  ∀ (f : SmoothFn) (x : ℝ), HasDerivAt (fun s => (schrodinger ddx (u s) f).1 x)
    ((commutator (laxB ddx (u t)) (schrodinger ddx (u t)) f).1 x) t
```

The family `u : ℝ → SmoothFn` assigns a smooth potential \(u(s,\cdot)\) to each real \(s\); write \(L(s)\) and \(B(s)\) for its operators. `LaxAt u t` says that for each \(f\) independent of \(s\) and each \(x\), the number \((L(s)f)(x)\) is differentiable in \(s\) at \(s=t\) with derivative \(([B(t),L(t)]f)(x)\). The operator equation is thus read pointwise.

```lean
/-- The Korteweg-de Vries equation at time `t`: at each `x` the time derivative `u_t` exists
and `u_t - 6 u u_x + u_xxx = 0`. -/
def KdVAt (u : ℝ → SmoothFn) (t : ℝ) : Prop :=
  ∀ x : ℝ, ∃ ut : ℝ, HasDerivAt (fun s => (u s).1 x) ut t ∧
    ut - 6 * (u t).1 x * deriv (u t).1 x + deriv (deriv (deriv (u t).1)) x = 0
```

`KdVAt u t` says that at each \(x\) there is a number `ut` that is the derivative of \(s\mapsto u(s,x)\) at \(t\) and satisfies \(u_t-6uu_x+u_{xxx}=0\), subscripts denoting partial derivatives. Differentiability in \(t\) belongs to both definitions and is not a separate assumption; joint smoothness in \((t,x)\) is not required.

```lean
/-- For a time-dependent smooth potential the Lax equation holds at time `t` exactly when the
Korteweg-de Vries equation does. -/
theorem lax_iff_kdv (u : ℝ → SmoothFn) (t : ℝ) : LaxAt u t ↔ KdVAt u t := by
  constructor
  · intro h x
    -- act on the constant function: L 1 = u
    have e : ∀ s, schrodinger ddx (u s) 1 = u s := by
      intro s
      simp [schrodinger]
    have h1 := h 1 x
    rw [lax_commutator_smooth] at h1
    simp only [e] at h1
    refine ⟨_, h1, ?_⟩
    have e1 : (1 : SmoothFn).1 x = 1 := rfl
    rw [e1]
    ring
  · intro h f x
    obtain ⟨ut, h1, h2⟩ := h x
    have e : 6 * (u t).1 x * deriv (u t).1 x - deriv (deriv (deriv (u t).1)) x = ut := by
      linarith
    rw [lax_commutator_smooth, e]
    -- the kinetic term does not depend on time
    exact (h1.mul_const (f.1 x)).const_add (-(ddx (ddx f)).1 x)
```

The two conditions are equivalent for every family and every single time \(t\). Forwards, take \(f=1\) (`h 1 x`). Then \(L(s)1=u(s,\cdot)\), the first fact named `e`, and the Lax equation says that \(u_t\) exists and equals \(6uu_x-u_{xxx}\), which is KdV. Backwards,
\[
(L(s)f)(x)=-f''(x)+u(s,x)f(x),
\]
whose first term is independent of \(s\), so the derivative is \(u_tf(x)\). The last line builds this with `mul_const` and `const_add`, after `linarith` has rearranged KdV into \(6uu_x-u_{xxx}=u_t\). The theorem compares two equations; it does not solve KdV for given initial data.

## A moving well

```lean
/-- The derivative of `tanh g` is `(1 - tanh² g) g'`. -/
theorem hasDerivAt_tanh_comp {g : ℝ → ℝ} {g' y : ℝ} (hg : HasDerivAt g g' y) :
    HasDerivAt (fun z => Real.tanh (g z)) ((1 - Real.tanh (g y) ^ 2) * g') y := by
  have base : ∀ w, HasDerivAt Real.tanh (1 - Real.tanh w ^ 2) w := by
    intro w
    have hc := (Real.cosh_pos w).ne'
    have e : Real.tanh = fun z => Real.sinh z / Real.cosh z :=
      funext Real.tanh_eq_sinh_div_cosh
    have h : HasDerivAt Real.tanh
        ((Real.cosh w * Real.cosh w - Real.sinh w * Real.sinh w) / Real.cosh w ^ 2) w := by
      rw [e]
      exact (Real.hasDerivAt_sinh w).fun_div (Real.hasDerivAt_cosh w) hc
    refine h.congr_deriv ?_
    rw [Real.tanh_eq_sinh_div_cosh]
    field_simp
  exact (base (g y)).comp y hg
```

For any \(g\) differentiable at \(y\), \((\tanh g)'=(1-\tanh^2 g)\,g'\) there. The quotient rule gives \(\tanh'=(\cosh^2-\sinh^2)/\cosh^2=1-\tanh^2\) (`base`), and the chain rule (`comp`) finishes.

```lean
/-- The moving well `u(t, x) = -2κ² / cosh²(κ (x - 4κ² t))`. -/
def soliton (κ t : ℝ) : SmoothFn :=
  ⟨fun x => -2 * κ ^ 2 / Real.cosh (κ * (x - 4 * κ ^ 2 * t)) ^ 2, by
    have h : ContDiff ℝ ∞ (fun x : ℝ => κ * (x - 4 * κ ^ 2 * t)) :=
      contDiff_const.mul (contDiff_id.sub contDiff_const)
    show ContDiff ℝ ∞ _
    exact contDiff_const.div (h.cosh.pow 2) (fun x => pow_ne_zero _ (Real.cosh_pos _).ne')⟩
```

For real \(\kappa\) this is \(u=-2\kappa^2\operatorname{sech}^2\!\big(\kappa(x-4\kappa^2t)\big)\), a well of depth \(2\kappa^2\) whose centre sits at \(x=4\kappa^2t\); \(\kappa=0\) gives the zero potential. It is smooth in \(x\) because \(\cosh\) is positive. The theorem that follows states that it satisfies both equations for every \(\kappa\) and \(t\), and by `lax_iff_kdv` only KdV has to be checked.

By hand, set \(T=\tanh\big(\kappa(x-4\kappa^2t)\big)\). Then \(u=-2\kappa^2(1-T^2)\), \(T_x=\kappa(1-T^2)\) and \(T_t=-4\kappa^3(1-T^2)\), so
\[
\begin{aligned}
u_x&=4\kappa^2TT_x=4\kappa^3(T-T^3),\\
u_{xx}&=4\kappa^4(1-3T^2)(1-T^2)=4\kappa^4(1-4T^2+3T^4),\\
u_{xxx}&=4\kappa^5(1-T^2)(12T^3-8T),\\
u_t&=4\kappa^2TT_t=-16\kappa^5T(1-T^2).
\end{aligned}
\]
With \(-6uu_x=48\kappa^5T(1-T^2)^2\), the KdV expression is
\[
\kappa^5T(1-T^2)\,\big[-16+48(1-T^2)+48T^2-32\big]=0 .
\]
In the proof, `key` and `hu` rewrite \(u\) in terms of \(\tanh\), `hT` is \(T_x\), `d1`, `d2` and `d3` are the three \(x\)-derivatives, `ht` differentiates in time, and the final `ring` is the vanishing bracket.

```lean
/-- The moving well satisfies the Korteweg-de Vries equation and the Lax equation at every
time. -/
theorem soliton_witness (κ t : ℝ) : KdVAt (soliton κ) t ∧ LaxAt (soliton κ) t := by
  rw [lax_iff_kdv, and_self]
  have key : ∀ y, 1 - Real.tanh y ^ 2 = 1 / Real.cosh y ^ 2 := by
    intro y
    have hc := pow_ne_zero 2 (Real.cosh_pos y).ne'
    rw [Real.tanh_eq_sinh_div_cosh, div_pow, eq_div_iff hc, sub_mul, div_mul_cancel₀ _ hc]
    linarith [Real.cosh_sq y]
  have hu : ∀ s, (soliton κ s).1 =
      fun x => -2 * κ ^ 2 * (1 - Real.tanh (κ * (x - 4 * κ ^ 2 * s)) ^ 2) := by
    intro s
    funext x
    show -2 * κ ^ 2 / Real.cosh (κ * (x - 4 * κ ^ 2 * s)) ^ 2 = _
    rw [key]
    ring
  -- all x-derivatives are polynomials in T = tanh, with T' = κ (1 - T²)
  obtain ⟨T, hTdef⟩ : ∃ T : ℝ → ℝ, T = fun x => Real.tanh (κ * (x - 4 * κ ^ 2 * t)) :=
    ⟨_, rfl⟩
  have hT : ∀ x, HasDerivAt T ((1 - T x ^ 2) * κ) x := by
    intro x
    subst hTdef
    exact hasDerivAt_tanh_comp
      ((((hasDerivAt_id' x).sub_const (4 * κ ^ 2 * t)).const_mul κ).congr_deriv (mul_one κ))
  have hp := fun (n : ℕ) (x : ℝ) => (hT x).fun_pow n
  have hu0 : (soliton κ t).1 = fun x => -2 * κ ^ 2 * (1 - T x ^ 2) := by
    subst hTdef
    exact hu t
  have d1 : deriv (soliton κ t).1 = fun x => 4 * κ ^ 3 * (T x - T x ^ 3) := by
    rw [hu0]
    funext x
    exact (((hp 2 x).const_sub 1).const_mul (-2 * κ ^ 2)).deriv.trans (by ring)
  have d2 : deriv (fun x => 4 * κ ^ 3 * (T x - T x ^ 3)) =
      fun x => 4 * κ ^ 4 * (1 - 4 * T x ^ 2 + 3 * T x ^ 4) := by
    funext x
    exact (((hT x).fun_sub (hp 3 x)).const_mul (4 * κ ^ 3)).deriv.trans (by ring)
  unfold KdVAt
  intro x
  have d3 : deriv (fun x => 4 * κ ^ 4 * (1 - 4 * T x ^ 2 + 3 * T x ^ 4)) x =
      4 * κ ^ 5 * (1 - T x ^ 2) * (12 * T x ^ 3 - 8 * T x) :=
    (((((hp 2 x).const_mul 4).const_sub 1).fun_add ((hp 4 x).const_mul 3)).const_mul
      (4 * κ ^ 4)).deriv.trans (by ring)
  refine ⟨-16 * κ ^ 5 * T x * (1 - T x ^ 2), ?_, ?_⟩
  · have e : (fun s => (soliton κ s).1 x) =
        fun s => -2 * κ ^ 2 * (1 - Real.tanh (κ * (x - 4 * κ ^ 2 * s)) ^ 2) :=
      funext fun s => congrFun (hu s) x
    have ht := (((hasDerivAt_tanh_comp ((((hasDerivAt_id' t).const_mul (4 * κ ^ 2)).const_sub
      x).const_mul κ)).fun_pow 2).const_sub 1).const_mul (-2 * κ ^ 2)
    have eT : T x = Real.tanh (κ * (x - 4 * κ ^ 2 * t)) := congrFun hTdef x
    rw [e, eT]
    exact ht.congr_deriv (by ring)
  · rw [d1, d2, d3, hu0]
    beta_reduce
    ring

end

end KdVLaxPair
```

```lean
#print axioms KdVLaxPair.commutator_multiplication_iff
#print axioms KdVLaxPair.laxB_on_eigenfunction
#print axioms KdVLaxPair.lax_iff_kdv
```

```
'KdVLaxPair.commutator_multiplication_iff' depends on axioms: [propext, Classical.choice, Quot.sound]
'KdVLaxPair.laxB_on_eigenfunction' depends on axioms: [propext, Classical.choice, Quot.sound]
'KdVLaxPair.lax_iff_kdv' depends on axioms: [propext, Classical.choice, Quot.sound]
```
